# At a fixed invertible path matrix, the binary KKR-CPA condition is a quadratic equation for the medium

## The path matrix as an independent variable

In a KKR-CPA calculation, the site-diagonal scattering path matrix τ depends on the effective medium through a Brillouin-zone integral. Here τ is instead an arbitrary invertible matrix, independent of the medium. This isolates the algebra at one site and one energy, and leaves aside the self-consistency loop that ties τ to the medium.

The alloy has species A with concentration c and species B with concentration 1 − c. Their inverse single-site t-matrices are mA and mB, and that of the medium is m. All are square complex matrices in the scattering channels, and they need not commute. Write

a = mA − m,  b = mB − m.

KKR-CPA combines the Korringa–Kohn–Rostoker multiple-scattering method with the coherent-potential approximation for substitutionally disordered alloys. The result here is restricted to two species, a single-site medium and finitely many channels.

## One impurity in the medium

Replace the medium at one site by species X, and set x = mX − m. The inverse of the full path matrix changes by x in that site's block only. The site-diagonal block τ_X of the new path matrix therefore obeys

τ_X = τ − τ x τ_X.

For invertible τ, multiplying by τ⁻¹ and collecting terms gives (τ⁻¹ + x) τ_X = 1, so that

τ_X = (τ⁻¹ + x)⁻¹.

The file takes this last formula as its definition; the reduction from the lattice to one site is the physics behind it. Since 1 + τx = τ(τ⁻¹ + x), it follows that

τ_X = D_X τ,  D_X = (1 + τx)⁻¹.

The CPA requires that replacing one site by A or B leaves the path matrix unchanged on average, which for invertible τ means

c D_A + (1 − c) D_B = 1.

## From the average to the medium equation

Let U = 1 + τa and V = 1 + τb, both invertible. The condition reads c U⁻¹ + (1 − c) V⁻¹ = 1. Multiply by U on the left and by V on the right:

c V + (1 − c) U = U V.

This step is reversible because U and V are invertible. The two sides expand to

c V + (1 − c) U = 1 + c τb + (1 − c) τa,

U V = 1 + τa + τb + τaτb.

Their difference is

c V + (1 − c) U − U V = −τ [c a + (1 − c) b + aτb].

Because c a + (1 − c) b = c mA + (1 − c) mB − m, this equals

τ [m − (c mA + (1 − c) mB + aτb)].

Since τ is invertible, the difference vanishes exactly when the bracket does:

m = c mA + (1 − c) mB + a τ b.

## Equivalent averages and the order of the species

Multiplying the averaged condition by τ on the right gives c τ_A + (1 − c) τ_B = τ, and cancelling τ leads back.

A third form uses the excess scattering matrices a D_A and b D_B. An overall minus sign, present in some conventions, does not affect whether their average vanishes. From (1 + τx) D_X = 1 one has D_X + τ x D_X = 1. Averaging over the species gives

τ [c a D_A + (1 − c) b D_B] = 1 − [c D_A + (1 − c) D_B],

so the average excess scattering is zero exactly when the CPA condition holds.

The averaged condition is unchanged if A and B are exchanged together with c and 1 − c. The medium equation must then also hold with b τ a in place of a τ b. Subtracting the two versions gives, at a solution,

a τ b = b τ a.

## A singular path matrix

Take two channels with τ = diag(1, 0), m = 0 and mA = mB = Q = diag(0, 1). Then τQ = 0, both impurity factors are 1, and their average is 1 for every c. The medium equation would require 0 = Q, which is false. Requiring τ merely to be nonzero, with both impurity factors well defined, is therefore not enough.

The zero medium is only a convenience. Adding the identity to m, mA and mB leaves a and b unchanged, makes all three matrices invertible, and preserves the failure. The impurity differs from the medium only in a channel that τ does not see. The example is algebraic: its τ is prescribed, not computed from a lattice. The opposite implication, from the medium equation to the averaged condition, needs no inverse of τ.

## One pass at a fixed energy

With an angular-momentum cutoff lmax and no spin index, the matrices have (lmax + 1)² rows, so 9 for lmax = 2. On a lattice with one site per unit cell, a trial m gives τ by integrating (m − G(k))⁻¹ over the Brillouin zone and dividing by the zone volume, where G(k) is the matrix of structure constants. To test the medium equation, one can form a and b and evaluate the residual

R = c mA + (1 − c) mB + a τ b − m.

This takes two matrix products and no further inversion. If R is not zero, m is changed and τ has to be integrated again. If R is zero, the CPA condition follows provided that 1 + τa and 1 + τb are invertible, which is a separate check: in one channel, mA = mB = m − 1/τ gives R = 0 although 1 + τa and 1 + τb are both zero. Away from a solution, a τ b and b τ a can differ, so R can depend on which species is written first.

A one-channel case shows the numbers, with τ again prescribed and not computed from a lattice. For τ = 1, m = 1, mA = 2, mB = 2/3 and c = 1/2, one has a = 1 and b = −1/3. The impurity factors are 1/2 and 3/2, with average 1. The residual is 1 + 1/3 − 1/3 − 1 = 0.

## Reading the Lean statement

The type `Matrix n n ℂ` holds matrices whose index type `n` labels the channels. The concentration `c` is any complex number; the physical range from 0 to 1 is a special case. The sign `•` is multiplication by a scalar. The definition `impurityFactor τ m mX` is D_X, and `impurityTau τ m mX` is τ_X.

The main theorem, `cpa_condition_iff`, has three hypotheses: `hτ`, `hA` and `hB` say that τ, 1 + τa and 1 + τb are invertible. The last two mean that the medium with an A or B impurity has a finite path matrix at the energy considered. The conclusion is the equivalence derived above, with a and b written out as `mA - m` and `mB - m`.

No hypothesis asks for m, mA or mB to be invertible, since only their differences enter the argument. The theorem says nothing about whether a self-consistent medium exists, whether it is unique, or whether an iteration reaches it. Correlations between the occupations of different sites lie beyond the single-site model.

## The complete file

```lean
import Mathlib

open Matrix

namespace BinaryKKRCPA

noncomputable section

variable {n : Type*} [Fintype n] [DecidableEq n]

/-- The impurity factor `(1 + τ (mX - m))⁻¹` of a species with inverse t-matrix `mX` in a medium
with inverse t-matrix `m` and path matrix `τ`, for invertible `1 + τ (mX - m)`. -/
def impurityFactor (τ m mX : Matrix n n ℂ) : Matrix n n ℂ :=
  (1 + τ * (mX - m))⁻¹

/-- The path matrix `(τ⁻¹ + mX - m)⁻¹` at a site where the medium is replaced by species `X`,
for invertible `τ` and invertible `τ⁻¹ + mX - m`. -/
def impurityTau (τ m mX : Matrix n n ℂ) : Matrix n n ℂ :=
  (τ⁻¹ + (mX - m))⁻¹

/-- If `τ` and `1 + τ (mX - m)` are invertible, the impurity path matrix is the impurity factor
times `τ`, and it is a true inverse of `τ⁻¹ + mX - m`. -/
theorem impurityTau_eq {τ m mX : Matrix n n ℂ} (hτ : IsUnit τ)
    (hX : IsUnit (1 + τ * (mX - m))) :
    impurityTau τ m mX = impurityFactor τ m mX * τ ∧
      impurityTau τ m mX * (τ⁻¹ + (mX - m)) = 1 := by
  have hτ' := (Matrix.isUnit_iff_isUnit_det _).mp hτ
  have hX' := (Matrix.isUnit_iff_isUnit_det _).mp hX
  have h : impurityFactor τ m mX * τ * (τ⁻¹ + (mX - m)) = 1 := by
    unfold impurityFactor
    rw [Matrix.mul_assoc, Matrix.mul_add, Matrix.mul_nonsing_inv τ hτ',
      Matrix.nonsing_inv_mul _ hX']
  have e : impurityTau τ m mX = impurityFactor τ m mX * τ := Matrix.inv_eq_left_inv h
  exact ⟨e, by rw [e]; exact h⟩

/-- For invertible `X` and `Y`, the weighted average of their inverses is the identity exactly
when `c Y + (1 - c) X = X Y`. -/
theorem average_inverse_iff (c : ℂ) {X Y : Matrix n n ℂ} (hX : IsUnit X) (hY : IsUnit Y) :
    c • X⁻¹ + (1 - c) • Y⁻¹ = 1 ↔ c • Y + (1 - c) • X = X * Y := by
  have hX' := (Matrix.isUnit_iff_isUnit_det _).mp hX
  have hY' := (Matrix.isUnit_iff_isUnit_det _).mp hY
  -- multiply by `X` on the left and by `Y` on the right
  have h1 : X * (c • X⁻¹ + (1 - c) • Y⁻¹) * Y = c • Y + (1 - c) • X := by
    rw [Matrix.mul_add, Matrix.add_mul, Matrix.mul_smul, Matrix.mul_smul, Matrix.smul_mul,
      Matrix.smul_mul, Matrix.mul_nonsing_inv _ hX', Matrix.one_mul, Matrix.mul_assoc,
      Matrix.nonsing_inv_mul _ hY', Matrix.mul_one]
  constructor
  · intro h
    rw [← h1, h, Matrix.mul_one]
  · intro h
    apply hX.mul_left_cancel
    apply hY.mul_right_cancel
    rw [h1, h, Matrix.mul_one]

/-- Binary KKR-CPA condition: if `τ` and both matrices `1 + τ (mA - m)`, `1 + τ (mB - m)` are
invertible, the impurity factors average to the identity exactly when
`m = c mA + (1 - c) mB + (mA - m) τ (mB - m)`. -/
theorem cpa_condition_iff (c : ℂ) {τ m mA mB : Matrix n n ℂ} (hτ : IsUnit τ)
    (hA : IsUnit (1 + τ * (mA - m))) (hB : IsUnit (1 + τ * (mB - m))) :
    c • impurityFactor τ m mA + (1 - c) • impurityFactor τ m mB = 1 ↔
      m = c • mA + (1 - c) • mB + (mA - m) * τ * (mB - m) := by
  unfold impurityFactor
  rw [average_inverse_iff c hA hB]
  -- left side minus right side is `τ` times (`m` minus the right side of the medium equation)
  have key : c • (1 + τ * (mB - m)) + (1 - c) • (1 + τ * (mA - m))
      - (1 + τ * (mA - m)) * (1 + τ * (mB - m))
      = τ * (m - (c • mA + (1 - c) • mB + (mA - m) * τ * (mB - m))) := by
    simp only [Matrix.mul_add, Matrix.mul_sub, Matrix.add_mul, Matrix.sub_mul,
      Matrix.mul_smul, Matrix.one_mul, Matrix.mul_one, Matrix.mul_assoc]
    module
  constructor
  · intro h
    have h0 : τ * (m - (c • mA + (1 - c) • mB + (mA - m) * τ * (mB - m))) = 0 := by
      rw [← key, h, sub_self]
    exact sub_eq_zero.mp (hτ.mul_left_cancel (by rw [h0, mul_zero]))
  · intro h
    apply sub_eq_zero.mp
    rw [key, sub_eq_zero.mpr h, mul_zero]

/-- If `τ`, `1 + τ (mA - m)` and `1 + τ (mB - m)` are invertible, the concentration average of the
two impurity path matrices equals `τ` exactly when `m` solves the medium equation. -/
theorem cpa_tau_average_iff (c : ℂ) {τ m mA mB : Matrix n n ℂ} (hτ : IsUnit τ)
    (hA : IsUnit (1 + τ * (mA - m))) (hB : IsUnit (1 + τ * (mB - m))) :
    c • impurityTau τ m mA + (1 - c) • impurityTau τ m mB = τ ↔
      m = c • mA + (1 - c) • mB + (mA - m) * τ * (mB - m) := by
  rw [← cpa_condition_iff c hτ hA hB, (impurityTau_eq hτ hA).1, (impurityTau_eq hτ hB).1,
    ← Matrix.smul_mul, ← Matrix.smul_mul, ← Matrix.add_mul]
  constructor
  · intro h
    exact hτ.mul_right_cancel (by rw [h, Matrix.one_mul])
  · intro h
    rw [h, Matrix.one_mul]

/-- If `τ`, `1 + τ (mA - m)` and `1 + τ (mB - m)` are invertible, the excess scattering matrices
`(mX - m) (1 + τ (mX - m))⁻¹` average to zero exactly when `m` solves the medium equation. -/
theorem cpa_excess_scattering_iff (c : ℂ) {τ m mA mB : Matrix n n ℂ} (hτ : IsUnit τ)
    (hA : IsUnit (1 + τ * (mA - m))) (hB : IsUnit (1 + τ * (mB - m))) :
    c • ((mA - m) * impurityFactor τ m mA) + (1 - c) • ((mB - m) * impurityFactor τ m mB) = 0 ↔
      m = c • mA + (1 - c) • mB + (mA - m) * τ * (mB - m) := by
  rw [← cpa_condition_iff c hτ hA hB]
  -- each factor obeys `D + τ (mX - m) D = 1`
  have hD : ∀ mX : Matrix n n ℂ, IsUnit (1 + τ * (mX - m)) →
      impurityFactor τ m mX + τ * ((mX - m) * impurityFactor τ m mX) = 1 := by
    intro mX hX
    have h := Matrix.mul_nonsing_inv _ ((Matrix.isUnit_iff_isUnit_det _).mp hX)
    rw [Matrix.add_mul, Matrix.one_mul, Matrix.mul_assoc] at h
    exact h
  have hDA := hD mA hA
  have hDB := hD mB hB
  have key : τ * (c • ((mA - m) * impurityFactor τ m mA)
      + (1 - c) • ((mB - m) * impurityFactor τ m mB))
      = 1 - (c • impurityFactor τ m mA + (1 - c) • impurityFactor τ m mB) := by
    rw [Matrix.mul_add, Matrix.mul_smul, Matrix.mul_smul]
    linear_combination (norm := module) c • hDA + (1 - c) • hDB
  constructor
  · intro h
    rw [h, mul_zero] at key
    exact (sub_eq_zero.mp key.symm).symm
  · intro h
    rw [h, sub_self] at key
    exact hτ.mul_left_cancel (by rw [key, mul_zero])

/-- If `τ`, `1 + τ (mA - m)` and `1 + τ (mB - m)` are invertible and `m` solves the medium
equation, the two species can be exchanged in the product `(mA - m) τ (mB - m)`. -/
theorem cpa_exchange_symmetry (c : ℂ) {τ m mA mB : Matrix n n ℂ} (hτ : IsUnit τ)
    (hA : IsUnit (1 + τ * (mA - m))) (hB : IsUnit (1 + τ * (mB - m)))
    (h : m = c • mA + (1 - c) • mB + (mA - m) * τ * (mB - m)) :
    (mA - m) * τ * (mB - m) = (mB - m) * τ * (mA - m) := by
  have h1 := (cpa_condition_iff c hτ hA hB).mpr h
  -- the averaged condition does not care which species is named first
  have h2 : (1 - c) • impurityFactor τ m mB + (1 - (1 - c)) • impurityFactor τ m mA = 1 := by
    rw [sub_sub_cancel, add_comm]
    exact h1
  have h3 := (cpa_condition_iff (1 - c) hτ hB hA).mp h2
  linear_combination (norm := module) h3 - h

/-- For every `m` and invertible `τ`, the equal mixture of `mA = m + τ⁻¹` and
`mB = m - τ⁻¹/3` meets the invertibility conditions and the CPA condition. -/
theorem cpa_condition_witness (m : Matrix n n ℂ) {τ : Matrix n n ℂ} (hτ : IsUnit τ) :
    IsUnit (1 + τ * (m + τ⁻¹ - m)) ∧ IsUnit (1 + τ * (m - (1 / 3 : ℂ) • τ⁻¹ - m)) ∧
      (1 / 2 : ℂ) • impurityFactor τ m (m + τ⁻¹)
        + (1 - 1 / 2 : ℂ) • impurityFactor τ m (m - (1 / 3 : ℂ) • τ⁻¹) = 1 := by
  have hd := (Matrix.isUnit_iff_isUnit_det _).mp hτ
  have unit : ∀ z : ℂ, z ≠ 0 → IsUnit (z • (1 : Matrix n n ℂ)) := fun z hz =>
    ⟨⟨z • 1, z⁻¹ • 1, by simp [smul_smul, hz], by simp [smul_smul, hz]⟩, rfl⟩
  have ea : m + τ⁻¹ - m = τ⁻¹ := by abel
  have eb : m - (1 / 3 : ℂ) • τ⁻¹ - m = (-(1 / 3) : ℂ) • τ⁻¹ := by module
  have hA : IsUnit (1 + τ * (m + τ⁻¹ - m)) := by
    rw [ea, Matrix.mul_nonsing_inv _ hd]
    convert unit 2 (by norm_num) using 1
    module
  have hB : IsUnit (1 + τ * (m - (1 / 3 : ℂ) • τ⁻¹ - m)) := by
    rw [eb, Matrix.mul_smul, Matrix.mul_nonsing_inv _ hd]
    convert unit (2 / 3) (by norm_num) using 1
    module
  refine ⟨hA, hB, (cpa_condition_iff (1 / 2) hτ hA hB).mpr ?_⟩
  rw [ea, eb, Matrix.nonsing_inv_mul _ hd, Matrix.one_mul]
  module

/-- With the singular path matrix `P = diag(1, 0)`, medium `m = 0` and `mA = mB = diag(0, 1)`,
the impurity factors average to the identity although the medium equation fails. -/
theorem singular_tau_counterexample (c : ℂ) (P Q : Matrix (Fin 2) (Fin 2) ℂ)
    (hP : P = !![1, 0; 0, 0]) (hQ : Q = !![0, 0; 0, 1]) :
    IsUnit (1 + P * (Q - 0)) ∧
      c • impurityFactor P 0 Q + (1 - c) • impurityFactor P 0 Q = 1 ∧
      (0 : Matrix (Fin 2) (Fin 2) ℂ) ≠ c • Q + (1 - c) • Q + (Q - 0) * P * (Q - 0) := by
  have hPQ : P * Q = 0 := by
    rw [hP, hQ]
    ext i j
    fin_cases i <;> fin_cases j <;> simp [Matrix.mul_apply, Fin.sum_univ_succ]
  have e : 1 + P * (Q - 0) = 1 := by rw [sub_zero, hPQ, add_zero]
  refine ⟨by rw [e]; exact isUnit_one, ?_, ?_⟩
  · unfold impurityFactor
    rw [e, inv_one]
    module
  · intro h
    have h1 : (0 : Matrix (Fin 2) (Fin 2) ℂ) = Q := by
      rw [sub_zero, Matrix.mul_assoc, hPQ, Matrix.mul_zero] at h
      rw [h]
      module
    have h2 := congrFun (congrFun h1 1) 1
    rw [hQ] at h2
    simp at h2

end

end BinaryKKRCPA
```

```lean
#print axioms BinaryKKRCPA.cpa_condition_iff
-- 'BinaryKKRCPA.cpa_condition_iff' depends on axioms: [propext, Classical.choice, Quot.sound]
#print axioms BinaryKKRCPA.cpa_tau_average_iff
-- 'BinaryKKRCPA.cpa_tau_average_iff' depends on axioms: [propext, Classical.choice, Quot.sound]
#print axioms BinaryKKRCPA.cpa_exchange_symmetry
-- 'BinaryKKRCPA.cpa_exchange_symmetry' depends on axioms: [propext, Classical.choice, Quot.sound]
#print axioms BinaryKKRCPA.singular_tau_counterexample
-- 'BinaryKKRCPA.singular_tau_counterexample' depends on axioms: [propext, Classical.choice, Quot.sound]
```

## The proof in Lean

`impurityTau_eq` shows that D_X τ is a left inverse of τ⁻¹ + x. For square matrices this identifies it with the inverse, which is the step `Matrix.inv_eq_left_inv`. The second part of the theorem records that τ_X really inverts τ⁻¹ + x.

`average_inverse_iff` removes the inverses; its `X` and `Y` are U and V above. The equation `h1` is the two-sided multiplication. One direction substitutes the condition into it, and the other cancels `X` on the left and `Y` on the right.

In `cpa_condition_iff`, the equation `key` states that the difference of the two sides is τ times the bracket. The `simp only` call expands the products while keeping their order. Then `module` compares the scalar coefficients of the resulting matrix terms, so no commutation is used. The forward direction cancels τ with `hτ.mul_left_cancel`; the backward direction only multiplies zero by τ.

`cpa_tau_average_iff` rewrites both impurity path matrices as D_X τ, takes τ out on the right and cancels it. `cpa_excess_scattering_iff` first proves D_X + τ x D_X = 1 as `hD`. It then adds the equations for A and B with weights c and 1 − c, which is the `linear_combination` line.

`cpa_exchange_symmetry` applies the main theorem twice, the second time with the species exchanged and 1 − c in place of c. The difference `h3 - h` of the two medium equations is the claim.

`cpa_condition_witness` extends the one-channel example to every m and every invertible τ, with a = τ⁻¹, b = −τ⁻¹/3 and c = 1/2. The matrices 1 + τa and 1 + τb are then 2 and 2/3 times the identity, and `unit` supplies their invertibility. The main theorem reduces the rest to the medium equation, where the coefficients of τ⁻¹ sum to zero.

`singular_tau_counterexample` treats the two-channel case with `P` for τ. From `P * Q = 0` it finds that the impurity factors are 1. If the medium equation held, `Q` would be zero, and its second diagonal entry gives the contradiction.
